# For the Cartesian spin-1 matrices, \(\sum_{ij} a_{ij}L_iL_j=\operatorname{tr}(a)\,1-a^{\mathsf T}\), which commutes with every \(L_k\) exactly when \(a\) is scalar

To find the zero-field levels of a single spin 1 with Hamiltonian \(\sum_{ij}D_{ij}S_iS_j\) and a real symmetric tensor \(D\), one diagonalises the \(3\times3\) tensor and subtracts each eigenvalue from its trace. The step rests on the identity \(\sum_{ij}D_{ij}L_iL_j=\operatorname{tr}(D)\,1-D\) for the Cartesian spin-1 matrices \(L_k\), which the following Lean file proves.

```lean
import Mathlib

open Matrix

namespace CartesianSpinOneQuadratic

noncomputable section

/-- The Levi-Civita symbol on three Cartesian axes: `1` for cyclic order, `-1` for anticyclic
order, and `0` when an index repeats. -/
def eps (i j k : Fin 3) : ℤ :=
  if j = i + 1 ∧ k = i + 2 then 1 else if j = i + 2 ∧ k = i + 1 then -1 else 0

/-- The Cartesian angular momentum matrices `(L_k)_ab = -i ε_kab`. -/
def L (k : Fin 3) : Matrix (Fin 3) (Fin 3) ℂ :=
  Matrix.of fun a b => -Complex.I * (eps k a b : ℂ)

/-- The operator `∑ a_ij L_i L_j`, quadratic in the angular momentum, with coefficients `a`. -/
def quadratic (a : Matrix (Fin 3) (Fin 3) ℂ) : Matrix (Fin 3) (Fin 3) ℂ :=
  ∑ i, ∑ j, a i j • (L i * L j)

/-- The matrix elements of a product of two angular momentum components are
`δ_ij δ_pq - δ_iq δ_pj`. -/
theorem L_mul_apply (i j p q : Fin 3) :
    (L i * L j) p q =
      (if i = j ∧ p = q then 1 else 0) - (if i = q ∧ p = j then 1 else 0) := by
  -- contraction of two Levi-Civita symbols, checked on all index values
  have key : ∀ i j p q : Fin 3,
      eps i p 0 * eps j 0 q + eps i p 1 * eps j 1 q + eps i p 2 * eps j 2 q =
        (if i = q ∧ p = j then 1 else 0) - (if i = j ∧ p = q then 1 else 0) := by
    decide
  have h := congrArg (Int.cast : ℤ → ℂ) (key i j p q)
  push_cast at h
  simp only [Matrix.mul_apply, L, Matrix.of_apply, Fin.sum_univ_three]
  linear_combination ((eps i p 0 : ℂ) * eps j 0 q + (eps i p 1 : ℂ) * eps j 1 q
    + (eps i p 2 : ℂ) * eps j 2 q) * Complex.I_sq - h

/-- The matrices obey the angular momentum relations `[L_k, L_l] = i ∑ ε_klm L_m`. -/
theorem L_commutator (k l : Fin 3) :
    L k * L l - L l * L k = Complex.I • ∑ m, (eps k l m : ℂ) • L m := by
  have key : ∀ k l p q : Fin 3,
      eps k l 0 * eps 0 p q + eps k l 1 * eps 1 p q + eps k l 2 * eps 2 p q =
        ((if k = l ∧ p = q then 1 else 0) - (if k = q ∧ p = l then 1 else 0)) -
        ((if l = k ∧ p = q then 1 else 0) - (if l = q ∧ p = k then 1 else 0)) := by
    decide
  ext p q
  have h := congrArg (Int.cast : ℤ → ℂ) (key k l p q)
  push_cast at h
  rw [Matrix.sub_apply, L_mul_apply, L_mul_apply]
  simp only [Fin.sum_univ_three, Matrix.smul_apply, Matrix.add_apply, smul_eq_mul, L,
    Matrix.of_apply]
  linear_combination ((eps k l 0 : ℂ) * eps 0 p q + (eps k l 1 : ℂ) * eps 1 p q
    + (eps k l 2 : ℂ) * eps 2 p q) * Complex.I_sq - h

/-- The Casimir operator `L_x² + L_y² + L_z²` is twice the identity. -/
theorem casimir : ∑ k, L k * L k = (2 : ℂ) • (1 : Matrix (Fin 3) (Fin 3) ℂ) := by
  ext p q
  simp only [Fin.sum_univ_three, Matrix.add_apply, L_mul_apply, Matrix.smul_apply,
    Matrix.one_apply, smul_eq_mul]
  fin_cases p <;> fin_cases q <;> simp <;> norm_num

/-- For any coefficient matrix, `∑ a_ij L_i L_j = tr(a) 1 - aᵀ`. -/
theorem quadratic_eq (a : Matrix (Fin 3) (Fin 3) ℂ) :
    quadratic a = a.trace • (1 : Matrix (Fin 3) (Fin 3) ℂ) - aᵀ := by
  ext p q
  simp only [quadratic, Fin.sum_univ_three, Matrix.add_apply, Matrix.smul_apply, L_mul_apply,
    smul_eq_mul, Matrix.sub_apply, Matrix.transpose_apply, Matrix.one_apply, Matrix.trace,
    Matrix.diag_apply]
  fin_cases p <;> fin_cases q <;> simp <;> ring

/-- For a symmetric coefficient matrix, `∑ a_ij L_i L_j = tr(a) 1 - a`. -/
theorem quadratic_eq_of_symm {a : Matrix (Fin 3) (Fin 3) ℂ} (ha : a.IsSymm) :
    quadratic a = a.trace • (1 : Matrix (Fin 3) (Fin 3) ℂ) - a := by
  rw [quadratic_eq, ha.eq]

/-- A matrix commutes with all three angular momentum components exactly when it is a multiple
of the identity. -/
theorem commutes_iff_scalar (M : Matrix (Fin 3) (Fin 3) ℂ) :
    (∀ k, M * L k = L k * M) ↔ ∃ c : ℂ, M = c • (1 : Matrix (Fin 3) (Fin 3) ℂ) := by
  constructor
  · intro hM
    -- the commutation relations entry by entry, with the factor `-i` removed
    have hE : ∀ k p q : Fin 3,
        M p 0 * (eps k 0 q : ℂ) + M p 1 * (eps k 1 q : ℂ) + M p 2 * (eps k 2 q : ℂ) =
        (eps k p 0 : ℂ) * M 0 q + (eps k p 1 : ℂ) * M 1 q + (eps k p 2 : ℂ) * M 2 q := by
      intro k p q
      have h := congrFun (congrFun (hM k) p) q
      simp only [Matrix.mul_apply, L, Matrix.of_apply, Fin.sum_univ_three] at h
      apply mul_left_cancel₀ Complex.I_ne_zero
      linear_combination -h
    -- off-diagonal entries vanish
    have h21 : M 2 1 = 0 := by simpa [eps] using hE 2 2 0
    have h20 : M 2 0 = 0 := by simpa [eps] using hE 2 2 1
    have h02 : M 0 2 = 0 := by simpa [eps] using hE 0 0 1
    have h01 : M 0 1 = 0 := by simpa [eps] using hE 0 0 2
    have h12 : M 1 2 = 0 := by simpa [eps] using hE 1 1 0
    have h10 : M 1 0 = 0 := by simpa [eps] using hE 1 1 2
    -- diagonal entries agree
    have d1 : M 0 0 = M 1 1 := by simpa [eps] using hE 2 0 1
    have d2 : M 1 1 = M 2 2 := by simpa [eps] using hE 0 1 2
    refine ⟨M 2 2, ?_⟩
    ext p q
    fin_cases p <;> fin_cases q <;> simp [h21, h20, h02, h01, h12, h10, d1, d2]
  · rintro ⟨c, rfl⟩ k
    simp

/-- The operator `∑ a_ij L_i L_j` commutes with all three angular momentum components exactly
when the coefficient matrix `a` is a multiple of the identity. -/
theorem quadratic_commutes_iff (a : Matrix (Fin 3) (Fin 3) ℂ) :
    (∀ k, quadratic a * L k = L k * quadratic a) ↔
      ∃ c : ℂ, a = c • (1 : Matrix (Fin 3) (Fin 3) ℂ) := by
  rw [commutes_iff_scalar, quadratic_eq]
  constructor
  · rintro ⟨c, hc⟩
    have ht : aᵀ = (a.trace - c) • (1 : Matrix (Fin 3) (Fin 3) ℂ) := by
      rw [sub_smul, ← hc]
      abel
    refine ⟨a.trace - c, ?_⟩
    calc a = aᵀᵀ := (Matrix.transpose_transpose a).symm
      _ = ((a.trace - c) • (1 : Matrix (Fin 3) (Fin 3) ℂ))ᵀ := congrArg Matrix.transpose ht
      _ = (a.trace - c) • (1 : Matrix (Fin 3) (Fin 3) ℂ) := by
        rw [Matrix.transpose_smul, Matrix.transpose_one]
  · rintro ⟨c, hc⟩
    refine ⟨a.trace - c, ?_⟩
    have ht : aᵀ = c • (1 : Matrix (Fin 3) (Fin 3) ℂ) := by
      rw [hc, Matrix.transpose_smul, Matrix.transpose_one]
    rw [ht, sub_smul]

/-- Every 3×3 matrix `M` is a quadratic expression `∑ a_ij L_i L_j` for exactly one coefficient
matrix, `a = (tr M / 2) 1 - Mᵀ`. -/
theorem quadratic_eq_iff (a M : Matrix (Fin 3) (Fin 3) ℂ) :
    quadratic a = M ↔ a = (M.trace / 2) • (1 : Matrix (Fin 3) (Fin 3) ℂ) - Mᵀ := by
  rw [quadratic_eq]
  constructor
  · rintro rfl
    ext p q
    fin_cases p <;> fin_cases q <;> simp [Matrix.trace, Fin.sum_univ_three] <;> ring
  · rintro rfl
    ext p q
    fin_cases p <;> fin_cases q <;> simp [Matrix.trace, Fin.sum_univ_three] <;> ring

/-- If `a` is symmetric and `a v = d v`, then `∑ a_ij L_i L_j` maps `v` to `(tr a - d) v`. -/
theorem quadratic_mulVec_of_principal_axis {a : Matrix (Fin 3) (Fin 3) ℂ} (ha : a.IsSymm)
    {v : Fin 3 → ℂ} {d : ℂ} (hv : a *ᵥ v = d • v) :
    quadratic a *ᵥ v = (a.trace - d) • v := by
  rw [quadratic_eq_of_symm ha, Matrix.sub_mulVec, Matrix.smul_mulVec, Matrix.one_mulVec, hv,
    sub_smul]

end

end CartesianSpinOneQuadratic
```

```lean
#print axioms CartesianSpinOneQuadratic.commutes_iff_scalar
#print axioms CartesianSpinOneQuadratic.quadratic_commutes_iff
#print axioms CartesianSpinOneQuadratic.quadratic_eq_iff
#print axioms CartesianSpinOneQuadratic.quadratic_mulVec_of_principal_axis
```

```
'CartesianSpinOneQuadratic.commutes_iff_scalar' depends on axioms: [propext, Classical.choice, Quot.sound]
'CartesianSpinOneQuadratic.quadratic_commutes_iff' depends on axioms: [propext, Classical.choice, Quot.sound]
'CartesianSpinOneQuadratic.quadratic_eq_iff' depends on axioms: [propext, Classical.choice, Quot.sound]
'CartesianSpinOneQuadratic.quadratic_mulVec_of_principal_axis' depends on axioms: [propext, Classical.choice, Quot.sound]
```

## The matrices and their basis

The indices \(0,1,2\) stand for the axes \(x,y,z\), and \(\hbar=1\). The Levi-Civita symbol \(\varepsilon_{ijk}\) is \(1\) for cyclic order, \(-1\) for anticyclic order and \(0\) when an index repeats. The three matrices are

\[
(L_k)_{ab}=-i\,\varepsilon_{kab}.
\]

They act on the Cartesian components of a vector. In this basis they represent orbital angular momentum on \(p_x,p_y,p_z\), or the spin of a triplet on the states usually called \(T_x,T_y,T_z\). The basis vector along axis \(k\) is annihilated by \(L_k\). The one along \(z\) is therefore the \(m=0\) state of \(L_z\), while the other two are equal-weight combinations of the states with \(m=1\) and \(m=-1\).

In Lean, `Fin 3` is the set of axes, and its addition is modulo 3. That is why `eps` can express cyclic order as `j = i + 1 ∧ k = i + 2`. The symbol takes integer values, while `L k` is a complex matrix. The definition `quadratic a` is the double sum \(\sum_{ij}a_{ij}L_iL_j\) itself, with the operators in that order, so the closed formula is a theorem about the sum and not part of its definition.

## From two Levi-Civita symbols to the closed formula

The product of two components has the entries

\[
(L_iL_j)_{pq}=\sum_r(-i)^2\varepsilon_{ipr}\varepsilon_{jrq}
=-\sum_r\varepsilon_{ipr}\varepsilon_{jrq}
=\sum_r\varepsilon_{ipr}\varepsilon_{jqr}.
\]

The last step exchanges two indices of the second symbol, which changes its sign. The usual contraction then gives

\[
(L_iL_j)_{pq}=\delta_{ij}\delta_{pq}-\delta_{iq}\delta_{pj}.
\]

This is `L_mul_apply`, where each product of Kronecker deltas is written as an `if` with two conditions. Its proof separates the integers from the factors of \(i\). The auxiliary statement `key` is the contraction over the integers, and `decide` checks it for all 81 choices of the four indices. The result is cast to the complex numbers, and `linear_combination` supplies \(i^2=-1\).

Multiplying by \(a_{ij}\) and summing gives

\[
\sum_{ij}a_{ij}(L_iL_j)_{pq}
=\delta_{pq}\sum_i a_{ii}-a_{qp}.
\]

The second term has its indices reversed, so for every complex \(3\times3\) matrix \(a\)

\[
\sum_{ij}a_{ij}L_iL_j=\operatorname{tr}(a)\,1-a^{\mathsf T}.
\]

This is `quadratic_eq`. Lean writes out the sums, splits the claim into the nine entries with `fin_cases`, and closes each by simplification and `ring`. If \(a\) is symmetric, the transpose disappears, which is `quadratic_eq_of_symm`. The hypothesis `a.IsSymm` means \(a^{\mathsf T}=a\) without complex conjugation. A Hermitian matrix with a non-real off-diagonal entry does not satisfy it, and for such a matrix the transpose has to stay.

## The commutation relations and the Casimir value

The same product formula confirms that these matrices are angular momentum components. Subtracting the two orders cancels the terms with \(\delta_{kl}\delta_{pq}\):

\[
[L_k,L_l]_{pq}=\delta_{pk}\delta_{ql}-\delta_{pl}\delta_{qk}
=\sum_m\varepsilon_{klm}\varepsilon_{mpq}.
\]

Since \(i(L_m)_{pq}=\varepsilon_{mpq}\), the right-hand side is the \(pq\) entry of \(i\sum_m\varepsilon_{klm}L_m\). The theorem `L_commutator` states this relation for every pair of axes, and its proof again leaves the integer identity to `decide`.

Setting \(a=1\) in the closed formula gives

\[
L_x^2+L_y^2+L_z^2=3\cdot1-1=2\cdot1,
\]

the value \(\ell(\ell+1)\) for \(\ell=1\). Lean proves `casimir` directly from the entries of the products.

## Which quadratic operators are rotationally invariant

An operator that commutes with all three \(L_k\) is unchanged by rotations of the spin. To find every such operator, let \(M\) be any complex \(3\times3\) matrix with \(ML_k=L_kM\) for each \(k\). Removing the common factor \(-i\) from the \(pq\) entry leaves

\[
\sum_r M_{pr}\varepsilon_{krq}=\sum_r\varepsilon_{kpr}M_{rq}.
\]

First take \(k=p\) and \(q\neq p\). The right side vanishes because \(\varepsilon_{ppr}=0\). On the left only one term survives, the one in which \(r\) is the third axis, different from both \(p\) and \(q\). Hence \(M_{pr}=0\). As \(p\) and \(q\) vary, this removes all six off-diagonal entries.

Now take \(k,p,q\) all different. On the left, \(r\) must differ from \(k\) and \(q\), so \(r=p\). On the right, \(r\) must differ from \(k\) and \(p\), so \(r=q\). The equation becomes

\[
M_{pp}\,\varepsilon_{kpq}=\varepsilon_{kpq}\,M_{qq},
\]

and the diagonal entries agree. Thus \(M=c\,1\) for some complex \(c\). Conversely, a multiple of the identity commutes with everything.

This is `commutes_iff_scalar`. The Lean proof derives the entry equation as `hE` and then evaluates it at eight index triples. Six give the vanishing entries, from `h21` to `h10`, and two give the equalities `d1` and `d2`. The conclusion agrees with Schur's lemma for an irreducible representation, but here it is obtained for these three matrices by computation, without representation theory.

Applied to the quadratic operator, the condition reads

\[
\operatorname{tr}(a)\,1-a^{\mathsf T}=c\,1
\quad\Longleftrightarrow\quad
a^{\mathsf T}=(\operatorname{tr}(a)-c)\,1.
\]

Transposing shows that \(a\) is scalar. In the other direction, \(a=c\,1\) gives \(\operatorname{tr}(a)=3c\), and the operator is \(2c\,1\). The theorem `quadratic_commutes_iff` states this equivalence for every complex coefficient matrix, so the symmetric case is included. For a single spin 1, a quadratic term that is rotationally invariant therefore shifts all three levels equally and splits none of them.

## Levels from the tensor, and the tensor from an operator

Let \(a\) be symmetric with \(av=dv\). The closed formula gives at once

\[
\Bigl(\sum_{ij}a_{ij}L_iL_j\Bigr)v
=\operatorname{tr}(a)\,v-av
=(\operatorname{tr}(a)-d)\,v.
\]

This is `quadratic_mulVec_of_principal_axis`, in which `*ᵥ` is a matrix acting on a vector. The theorem takes the eigenvalue equation as a hypothesis and does not produce eigenvectors. It also allows \(v=0\), for which it says nothing about a level. For a real symmetric tensor, the spectral theorem supplies an orthonormal set of three principal axes, and these then give all the levels.

In NumPy, with `D` a real symmetric array, the step takes two lines:

```python
d, axes = np.linalg.eigh(D)
levels = d.sum() - d
```

Column `n` of `axes` holds the components of the state with energy `levels[n]` in the Cartesian basis. Since `eigh` returns `d` in ascending order, `levels` comes out in descending order. For \(D=\operatorname{diag}(1,2,4)\) the trace is \(7\), and the levels along \(x,y,z\) are \(6,5,3\). A program that builds the Hamiltonian from spin matrices in the \(m=1,0,-1\) basis must find the same three eigenvalues, because a unitary change of basis preserves them. This gives a quick but partial test of its spin matrices and of how it contracts the tensor: a wrong overall sign of one spin matrix, for example, leaves the eigenvalues unchanged.

For a traceless tensor in the common parametrisation

\[
D_{xx}=-\tfrac{D}{3}+E,\qquad D_{yy}=-\tfrac{D}{3}-E,\qquad D_{zz}=\tfrac{2D}{3},
\]

where \(D\) and \(E\) on the right-hand sides are the axial and rhombic parameters, the levels are \(D/3-E\), \(D/3+E\) and \(-2D/3\).

The formula can also be inverted. Let \(M=\operatorname{tr}(a)\,1-a^{\mathsf T}\). Taking the trace gives \(\operatorname{tr}(M)=3\operatorname{tr}(a)-\operatorname{tr}(a)=2\operatorname{tr}(a)\), and solving for \(a\) gives

\[
a=\tfrac12\operatorname{tr}(M)\,1-M^{\mathsf T}.
\]

Conversely, this \(a\) has trace \(\tfrac12\operatorname{tr}(M)\), and inserting it into the closed formula returns \(M\). The theorem `quadratic_eq_iff` contains both directions, so every \(3\times3\) matrix is a quadratic expression in the \(L_k\) with exactly one coefficient matrix. Lean checks each direction entry by entry.

In electronic structure work, this inversion reads a coefficient tensor from a \(3\times3\) effective Hamiltonian of an isolated triplet, provided that the Hamiltonian is written in the Cartesian basis with the phases fixed by `L`. A constant energy \(e\) added to \(M\) adds \(e/2\) to each diagonal element of \(a\), so the offset should be removed first if a traceless tensor is wanted.

## The range of the theorems

All the theorems concern one three-dimensional representation. The operator for another spin has a different dimension and cannot equal a \(3\times3\) matrix built from \(a\). The coefficients are arbitrary complex numbers, so the operator need not be Hermitian. For a physical zero-field splitting, \(a\) is taken real and symmetric, which makes the operator Hermitian and its levels real. The quadratic form of the Hamiltonian is an input: the file does not derive the tensor from spin–orbit or spin–spin coupling, and it includes no magnetic field.
